# Lennard-Jones pairs summed over uniform half-spaces: the 9–3 wall potential and the Hamaker attraction

If the dispersion energy between an atom and a solid wall is given the inverse sixth power law of a single pair of atoms, it dies off much too fast with distance. Summed over a uniform half-space, that pair law becomes an inverse cube, and between two half-spaces it becomes an inverse square per unit area.

```lean
import Mathlib

open MeasureTheory Set Filter Topology
open scoped Real

namespace HalfSpaceDispersion

noncomputable section

/-- Interaction of an atom with a planar layer at distance `s`, per unit density and thickness:
the pair potential `V` summed over rings of radius `r`. -/
def layerEnergy (V : ℝ → ℝ) (s : ℝ) : ℝ :=
  ∫ r in Ioi (0 : ℝ), 2 * π * r * V (√(r ^ 2 + s ^ 2))

/-- Energy of an atom at distance `z` from a half-space of number density `n`: the layers at all
distances `s > z` from the atom are added up. -/
def halfSpaceEnergy (n : ℝ) (V : ℝ → ℝ) (z : ℝ) : ℝ :=
  n * ∫ s in Ioi z, layerEnergy V s

/-- Energy per unit area of two half-spaces of densities `n₁` and `n₂` across a gap `D`. -/
def energyPerArea (n₁ n₂ : ℝ) (V : ℝ → ℝ) (D : ℝ) : ℝ :=
  n₂ * ∫ z in Ioi D, halfSpaceEnergy n₁ V z

/-- The Lennard-Jones pair potential at distance `d ≠ 0`. -/
def lennardJones (C12 C6 d : ℝ) : ℝ := C12 / d ^ 12 - C6 / d ^ 6

/-- The Hamaker constant of two bodies with dispersion coefficient `C6`. -/
def hamaker (n₁ n₂ C6 : ℝ) : ℝ := π ^ 2 * n₁ * n₂ * C6

/-- For a non-negative distance, a real power with exponent `-k` is one over the `k`-th power. -/
theorem rpow_neg_nat {d : ℝ} (hd : 0 ≤ d) (k : ℕ) : d ^ (-(k : ℝ)) = 1 / d ^ k := by
  rw [Real.rpow_neg hd, Real.rpow_natCast, one_div]

/-- For `j > 0` and `z > 0`, the tail of `1 / t ^ (j + 1)` beyond `z` is integrable, with
integral `1 / (j z ^ j)`. -/
theorem integral_inv_pow {j k : ℕ} (hj : 0 < j) (hk : k = j + 1) {z : ℝ} (hz : 0 < z) :
    IntegrableOn (fun t : ℝ => 1 / t ^ k) (Ioi z) ∧
      ∫ t in Ioi z, 1 / t ^ k = 1 / ((j : ℝ) * z ^ j) := by
  subst hk
  have hj' : (0 : ℝ) < j := Nat.cast_pos.mpr hj
  have hlt : -((j + 1 : ℕ) : ℝ) < -1 := by push_cast; linarith
  have hc : EqOn (fun t : ℝ => t ^ (-((j + 1 : ℕ) : ℝ))) (fun t => 1 / t ^ (j + 1)) (Ioi z) :=
    fun t ht => rpow_neg_nat (hz.trans (mem_Ioi.mp ht)).le (j + 1)
  refine ⟨(integrableOn_Ioi_rpow_of_lt hlt hz).congr_fun hc measurableSet_Ioi,
    (setIntegral_congr_fun measurableSet_Ioi hc).symm.trans
      ((integral_Ioi_rpow_of_lt hlt hz).trans ?_)⟩
  rw [show -((j + 1 : ℕ) : ℝ) + 1 = -(j : ℝ) by push_cast; ring, rpow_neg_nat hz.le j,
    neg_div_neg_eq, div_div, mul_comm (z ^ j)]

/-- For `m > 2` and `s > 0`, the potential `d ^ (-m)` is integrable over a planar layer at
distance `s`, and the layer energy is `2π s ^ (2 - m) / (m - 2)`. -/
theorem layer_inversePower {m s : ℝ} (hm : 2 < m) (hs : 0 < s) :
    IntegrableOn (fun r : ℝ => 2 * π * r * (√(r ^ 2 + s ^ 2)) ^ (-m)) (Ioi 0) ∧
      layerEnergy (fun d => d ^ (-m)) s = 2 * π / (m - 2) * s ^ (2 - m) := by
  have hpos : ∀ r : ℝ, 0 < r ^ 2 + s ^ 2 := fun r => by positivity
  have hm' : m - 2 ≠ 0 := by linarith
  -- an explicit antiderivative in the ring radius
  have hd : ∀ r ∈ Ici (0 : ℝ), HasDerivAt
      (fun r : ℝ => -(2 * π / (m - 2)) * (r ^ 2 + s ^ 2) ^ ((2 - m) / 2))
      (2 * π * r * (√(r ^ 2 + s ^ 2)) ^ (-m)) r := by
    intro r _
    have h1 : HasDerivAt (fun r : ℝ => r ^ 2 + s ^ 2) (2 * r) r :=
      ((hasDerivAt_pow 2 r).add_const (s ^ 2)).congr_deriv (by norm_num)
    have h2 := (h1.rpow_const (p := (2 - m) / 2) (Or.inl (hpos r).ne')).const_mul
      (-(2 * π / (m - 2)))
    refine h2.congr_deriv ?_
    rw [Real.sqrt_eq_rpow, ← Real.rpow_mul (hpos r).le,
      show (2 - m) / 2 - 1 = 1 / 2 * -m by ring]
    generalize (r ^ 2 + s ^ 2) ^ ((1 / 2 : ℝ) * -m) = X
    have e : 2 * π / (m - 2) * (m - 2) = 2 * π := div_mul_cancel₀ _ hm'
    linear_combination r * X * e
  have hn : ∀ r ∈ Ioi (0 : ℝ), 0 ≤ 2 * π * r * (√(r ^ 2 + s ^ 2)) ^ (-m) := by
    intro r hr
    have hr' : 0 < r := hr
    positivity
  -- the antiderivative vanishes for distant rings
  have hl : Tendsto (fun r : ℝ => -(2 * π / (m - 2)) * (r ^ 2 + s ^ 2) ^ ((2 - m) / 2))
      atTop (𝓝 0) := by
    have ht : Tendsto (fun r : ℝ => r ^ 2 + s ^ 2) atTop atTop :=
      tendsto_atTop_add_const_right _ _ (tendsto_pow_atTop two_ne_zero)
    have h0 := ((tendsto_rpow_neg_atTop (show 0 < (m - 2) / 2 by linarith)).comp ht).const_mul
      (-(2 * π / (m - 2)))
    rw [mul_zero] at h0
    rw [show (2 - m) / 2 = -((m - 2) / 2) by ring]
    exact h0
  refine ⟨integrableOn_Ioi_deriv_of_nonneg' hd hn hl,
    (integral_Ioi_of_hasDerivAt_of_nonneg' hd hn hl).trans ?_⟩
  have e : ((0 : ℝ) ^ 2 + s ^ 2) ^ ((2 - m) / 2) = s ^ (2 - m) := by
    rw [zero_pow two_ne_zero, zero_add, ← Real.rpow_natCast s 2, ← Real.rpow_mul hs.le]
    congr 1
    push_cast
    ring
  rw [e]
  ring

/-- For `m > 2` and `z > 0`, the layer energies of the potential `d ^ (-m)` are integrable over
the depth of the half-space exactly when `m > 3`. -/
theorem depth_integrable_iff {m z : ℝ} (hm : 2 < m) (hz : 0 < z) :
    IntegrableOn (fun s => layerEnergy (fun d => d ^ (-m)) s) (Ioi z) ↔ 3 < m := by
  have hc : EqOn (fun s => layerEnergy (fun d => d ^ (-m)) s)
      (fun s => 2 * π / (m - 2) * s ^ (2 - m)) (Ioi z) :=
    fun s hs => (layer_inversePower hm (hz.trans (mem_Ioi.mp hs))).2
  have hne : 2 * π / (m - 2) ≠ 0 :=
    div_ne_zero (by positivity) (by linarith)
  exact (integrableOn_congr_fun hc measurableSet_Ioi).trans
    ((integrable_const_mul_iff (isUnit_iff_ne_zero.mpr hne) _).trans
      ((integrableOn_Ioi_rpow_iff hz).trans (by constructor <;> intro h <;> linarith)))

/-- For `m > 3` and `z > 0`, the potential `d ^ (-m)` summed over a half-space of density `n`
gives `2π n z ^ (3 - m) / ((m - 2) (m - 3))`. -/
theorem halfSpace_inversePower (n : ℝ) {m z : ℝ} (hm : 3 < m) (hz : 0 < z) :
    halfSpaceEnergy n (fun d => d ^ (-m)) z
      = 2 * π * n * z ^ (3 - m) / ((m - 2) * (m - 3)) := by
  have hc : EqOn (fun s => layerEnergy (fun d => d ^ (-m)) s)
      (fun s => 2 * π / (m - 2) * s ^ (2 - m)) (Ioi z) :=
    fun s hs => (layer_inversePower (by linarith) (hz.trans (mem_Ioi.mp hs))).2
  unfold halfSpaceEnergy
  rw [setIntegral_congr_fun measurableSet_Ioi hc, integral_const_mul,
    integral_Ioi_rpow_of_lt (by linarith) hz, show 2 - m + 1 = 3 - m by ring]
  generalize z ^ (3 - m) = X
  rw [show 3 - m = -(m - 3) by ring, neg_div_neg_eq, div_mul_div_comm]
  ring

/-- The Lennard-Jones energy of an atom with a planar layer at distance `s > 0`, per unit density
and thickness of the layer. -/
theorem layer_lennardJones (C12 C6 : ℝ) {s : ℝ} (hs : 0 < s) :
    layerEnergy (lennardJones C12 C6) s
      = π * C12 / 5 * (1 / s ^ 10) - π * C6 / 2 * (1 / s ^ 4) := by
  obtain ⟨i12, e12⟩ := layer_inversePower (m := ((12 : ℕ) : ℝ)) (by norm_num) hs
  obtain ⟨i6, e6⟩ := layer_inversePower (m := ((6 : ℕ) : ℝ)) (by norm_num) hs
  have hp : ∀ r : ℝ, 2 * π * r * lennardJones C12 C6 (√(r ^ 2 + s ^ 2))
      = C12 * (2 * π * r * (√(r ^ 2 + s ^ 2)) ^ (-((12 : ℕ) : ℝ)))
        - C6 * (2 * π * r * (√(r ^ 2 + s ^ 2)) ^ (-((6 : ℕ) : ℝ))) := by
    intro r
    rw [rpow_neg_nat (Real.sqrt_nonneg _) 12, rpow_neg_nat (Real.sqrt_nonneg _) 6, lennardJones]
    ring
  have a : s ^ (2 - ((12 : ℕ) : ℝ)) = 1 / s ^ 10 := by
    rw [← rpow_neg_nat hs.le 10]; congr 1; norm_num
  have b : s ^ (2 - ((6 : ℕ) : ℝ)) = 1 / s ^ 4 := by
    rw [← rpow_neg_nat hs.le 4]; congr 1; norm_num
  simp only [layerEnergy] at e12 e6 ⊢
  simp only [hp]
  rw [integral_sub (Integrable.const_mul i12 C12) (Integrable.const_mul i6 C6),
    integral_const_mul, integral_const_mul, e12, e6, a, b]
  push_cast
  ring

/-- Lennard-Jones pairs summed over a half-space give, at distance `z > 0`, a `C12` term in
`1 / z ^ 9` and a `C6` term in `1 / z ^ 3`. -/
theorem halfSpace_lennardJones (n C12 C6 : ℝ) {z : ℝ} (hz : 0 < z) :
    halfSpaceEnergy n (lennardJones C12 C6) z
      = π * n * C12 / (45 * z ^ 9) - π * n * C6 / (6 * z ^ 3) := by
  obtain ⟨i, e⟩ := integral_inv_pow (j := 9) (k := 10) (by norm_num) rfl hz
  obtain ⟨i', e'⟩ := integral_inv_pow (j := 3) (k := 4) (by norm_num) rfl hz
  unfold halfSpaceEnergy
  rw [setIntegral_congr_fun measurableSet_Ioi
      (fun s hs => layer_lennardJones C12 C6 (hz.trans (mem_Ioi.mp hs))),
    integral_sub (Integrable.const_mul i _) (Integrable.const_mul i' _),
    integral_const_mul, integral_const_mul, e, e']
  push_cast
  ring

/-- For `n, C6 ≥ 0` and any `z₀ > 0` with `5 C6 z₀ ^ 6 = 2 C12`, the Lennard-Jones atom-wall energy
at `z₀` equals `-π n C6 / (9 z₀ ^ 3)`, and no distance `z > 0` has a lower energy. -/
theorem adsorption_minimum {n C12 C6 z₀ : ℝ} (hn : 0 ≤ n) (hC : 0 ≤ C6) (hz₀ : 0 < z₀)
    (h : 5 * C6 * z₀ ^ 6 = 2 * C12) :
    halfSpaceEnergy n (lennardJones C12 C6) z₀ = -(π * n * C6) / (9 * z₀ ^ 3) ∧
      ∀ z, 0 < z → halfSpaceEnergy n (lennardJones C12 C6) z₀
        ≤ halfSpaceEnergy n (lennardJones C12 C6) z := by
  have hC12 : C12 = 5 * C6 * z₀ ^ 6 / 2 := by linarith
  have w : z₀ ^ 6 * (1 / z₀ ^ 3) ^ 2 = 1 := by field_simp
  have hv : halfSpaceEnergy n (lennardJones C12 C6) z₀ = -(π * n * C6) / (9 * z₀ ^ 3) := by
    rw [halfSpace_lennardJones n C12 C6 hz₀, hC12]
    linear_combination (π * n * C6 / 18 / z₀ ^ 3) * w
  refine ⟨hv, fun z hz => ?_⟩
  rw [hv, halfSpace_lennardJones n C12 C6 hz, hC12]
  -- the energy above the minimum is a cubic in `1 / z ^ 3` with a double root
  have key : π * n * (5 * C6 * z₀ ^ 6 / 2) / (45 * z ^ 9) - π * n * C6 / (6 * z ^ 3)
      - -(π * n * C6) / (9 * z₀ ^ 3)
      = π * n * C6 * z₀ ^ 6 / 18 * ((1 / z ^ 3 - 1 / z₀ ^ 3) ^ 2
        * (1 / z ^ 3 + 2 * (1 / z₀ ^ 3))) := by
    linear_combination (π * n * C6 * (1 / z ^ 3 / 6 - 1 / z₀ ^ 3 / 9)) * w
  have hnonneg : 0 ≤ π * n * C6 * z₀ ^ 6 / 18 * ((1 / z ^ 3 - 1 / z₀ ^ 3) ^ 2
      * (1 / z ^ 3 + 2 * (1 / z₀ ^ 3))) := by positivity
  linarith

/-- The energy per unit area of two half-spaces of Lennard-Jones particles across a gap `D > 0` is a
`C12` term in `1 / D ^ 8` plus `-A / (12 π D ^ 2)`, `A` being the Hamaker constant. -/
theorem energyPerArea_lennardJones (n₁ n₂ C12 C6 : ℝ) {D : ℝ} (hD : 0 < D) :
    energyPerArea n₁ n₂ (lennardJones C12 C6) D
      = π * n₁ * n₂ * C12 / (360 * D ^ 8) - hamaker n₁ n₂ C6 / (12 * π * D ^ 2) := by
  obtain ⟨i, e⟩ := integral_inv_pow (j := 8) (k := 9) (by norm_num) rfl hD
  obtain ⟨i', e'⟩ := integral_inv_pow (j := 2) (k := 3) (by norm_num) rfl hD
  have hc : EqOn (fun z => halfSpaceEnergy n₁ (lennardJones C12 C6) z)
      (fun z => π * n₁ * C12 / 45 * (1 / z ^ 9) - π * n₁ * C6 / 6 * (1 / z ^ 3)) (Ioi D) :=
    fun z hz => (halfSpace_lennardJones n₁ C12 C6 (hD.trans (mem_Ioi.mp hz))).trans (by ring)
  have hA : hamaker n₁ n₂ C6 / (12 * π * D ^ 2) = π * n₁ * n₂ * C6 / (12 * D ^ 2) := by
    unfold hamaker
    rw [div_eq_div_iff (by positivity) (by positivity)]
    ring
  unfold energyPerArea
  rw [hA, setIntegral_congr_fun measurableSet_Ioi hc,
    integral_sub (Integrable.const_mul i _) (Integrable.const_mul i' _),
    integral_const_mul, integral_const_mul, e, e']
  push_cast
  ring

/-- For the pure dispersion potential `-C6 / d ^ 6`, two half-spaces across a gap `D > 0` have
the energy `-A / (12 π D ^ 2)` per unit area, `A` being the Hamaker constant. -/
theorem energyPerArea_dispersion (n₁ n₂ C6 : ℝ) {D : ℝ} (hD : 0 < D) :
    energyPerArea n₁ n₂ (fun d => -C6 / d ^ 6) D
      = -hamaker n₁ n₂ C6 / (12 * π * D ^ 2) := by
  have hV : (fun d : ℝ => -C6 / d ^ 6) = lennardJones 0 C6 := by
    funext d
    simp only [lennardJones]
    ring
  rw [hV, energyPerArea_lennardJones n₁ n₂ 0 C6 hD]
  ring

end

end HalfSpaceDispersion
```

## Three nested energies and their values

Let \(V(d)\) be the energy of two atoms at distance \(d\). An atom faces a thin planar layer at distance \(s\). The atoms of the layer at lateral distance \(r\) form a ring, and all of them are at distance \(\sqrt{r^2+s^2}\). The definition `layerEnergy V s` adds up the rings, per unit density and thickness:

\[
\ell(s)=\int_0^\infty 2\pi r\,V\!\left(\sqrt{r^2+s^2}\right)dr .
\]

For a solid of number density \(n\) whose surface is at distance \(z\) from the atom, `halfSpaceEnergy n V z` is \(E(z)=n\int_z^\infty \ell(s)\,ds\). Here \(s\) is measured from the atom, so the solid begins at \(s=z\). For two solids of densities \(n_1,n_2\) across a gap \(D\), `energyPerArea n₁ n₂ V D` is \(n_2\int_D^\infty E(z)\,dz\), with \(n=n_1\) in \(E\).

For \(V(d)=d^{-m}\) with real \(m>3\) and \(z>0\), `halfSpace_inversePower` states

\[
E(z)=\frac{2\pi n\,z^{3-m}}{(m-2)(m-3)} .
\]

For the Lennard-Jones potential \(V(d)=C_{12}/d^{12}-C_6/d^6\), `halfSpace_lennardJones` and `energyPerArea_lennardJones` give

\[
E(z)=\frac{\pi n C_{12}}{45z^9}-\frac{\pi n C_6}{6z^3},
\qquad
\frac{\pi n_1n_2C_{12}}{360D^8}-\frac{A}{12\pi D^2},
\]

where the second expression is the energy per area and \(A=\pi^2n_1n_2C_6\) is `hamaker n₁ n₂ C6`. With pure dispersion, \(V(d)=-C_6/d^6\), only the term in \(A\) remains; this is `energyPerArea_dispersion`.

## A smooth solid with additive pairs

Energies are measured from infinite separation. For positive densities, a positive \(C_6\) gives a negative term that deepens as the distance shrinks, which is an attraction. Apart from `adsorption_minimum`, the theorems put no sign condition on densities or coefficients. In the two-body formula, \(C_{12}\) and \(C_6\) belong to pairs with one atom in each solid; the internal energy of each solid is left out.

The solid is a continuum with a sharp flat edge, from which \(z\) is measured. It has no lattice and no surface corrugation. Pair energies simply add, so many-body screening is absent, and the pair law \(C_6/d^6\) leaves out retardation. \(A\) is the Hamaker constant of this pairwise sum; the energy formulas here are for flat bodies only. Within this model, the 9–3 potential can serve in a molecular simulation as a structureless wall in place of explicit wall atoms.

## From rings to layers

For \(V(d)=d^{-m}\) with \(m>2\) and \(s>0\), the integrand \(2\pi r\,(r^2+s^2)^{-m/2}\) has the antiderivative

\[
F(r)=-\frac{2\pi}{m-2}\,(r^2+s^2)^{(2-m)/2}.
\]

Indeed, differentiation brings down the factor \(\tfrac{2-m}{2}\cdot 2r\), which turns the prefactor into \(2\pi r\). Since \(m>2\), \(F(r)\to0\) as \(r\to\infty\), and therefore

\[
\ell(s)=0-F(0)=\frac{2\pi}{m-2}\,s^{2-m}.
\]

In `layer_inversePower`, `hd` is the derivative, `hn` says that the integrand is non-negative, and `hl` is the limit at infinity. Together they yield both the convergence of the integral and its value.

## From layers to solids

The depth integral is an elementary power integral, valid for \(m>3\):

\[
\int_z^\infty s^{2-m}\,ds=\frac{z^{3-m}}{m-3}.
\]

Multiplying by \(2\pi n/(m-2)\) gives the half-space law.

For Lennard-Jones pairs, the layer results at \(m=12\) and \(m=6\) combine to

\[
\ell(s)=\frac{\pi C_{12}}{5s^{10}}-\frac{\pi C_6}{2s^4}.
\]

Splitting the integral of a difference requires both parts to converge, which is why `layer_inversePower` also records integrability; `layer_lennardJones` passes it to `integral_sub`. The remaining integrals all have the form

\[
\int_z^\infty \frac{dt}{t^{j+1}}=\frac{1}{j\,z^j},
\]

which is `integral_inv_pow`. With \(j=9\) and \(j=3\), the coefficients become \(\pi n C_{12}/45\) and \(\pi n C_6/6\). Integrating once more from \(D\), now with \(j=8\) and \(j=2\), gives \(\pi n_1n_2C_{12}/(360D^8)\) and \(\pi n_1n_2C_6/(12D^2)\). The latter equals \(A/(12\pi D^2)\), which is `hA` in the proof.

## The bottom of the adsorption well

Suppose \(n,C_6\ge0\), and let \(z_0>0\) satisfy \(5C_6z_0^6=2C_{12}\). Then `adsorption_minimum` says that no distance \(z>0\) has a lower energy than \(z_0\), and that

\[
E(z_0)=-\frac{\pi nC_6}{9z_0^3}.
\]

Put \(u=1/z^3\) and \(u_0=1/z_0^3\). The condition on \(z_0\) reads \(C_{12}=5C_6/(2u_0^2)\), so

\[
E(z)=\pi nC_6\left(\frac{u^3}{18u_0^2}-\frac u6\right).
\]

At \(u=u_0\) the bracket is \(-u_0/9\), which gives the stated value of \(E(z_0)\). Subtracting that value leaves

\[
E(z)-E(z_0)=\frac{\pi nC_6}{18u_0^2}\left(u^3-3u_0^2u+2u_0^3\right)
=\frac{\pi nC_6}{18u_0^2}(u-u_0)^2(u+2u_0)\ge0 .
\]

The Lean proof follows the same factorisation: `key` is the identity, and `positivity` supplies the sign. No derivative of \(E\) is needed.

## An exponent below three

The half-space law fails without \(m>3\). Take \(m=5/2\) and \(n=z=1\). Each layer still has a finite energy, \(\ell(s)=4\pi s^{-1/2}\), but

\[
\int_1^L 4\pi s^{-1/2}\,ds=8\pi\left(\sqrt L-1\right)
\]

grows without bound as \(L\to\infty\). The formula would give \(-8\pi\), a negative total for a purely repulsive potential. Lean assigns the divergent integral the value 0, so the stated equation is false there too. The theorem `depth_integrable_iff` locates the threshold: for \(m>2\), the sum over depth converges exactly when \(m>3\).

```lean
#print axioms HalfSpaceDispersion.halfSpace_inversePower
#print axioms HalfSpaceDispersion.halfSpace_lennardJones
#print axioms HalfSpaceDispersion.adsorption_minimum
#print axioms HalfSpaceDispersion.energyPerArea_dispersion
```

```
'HalfSpaceDispersion.halfSpace_inversePower' depends on axioms: [propext, Classical.choice, Quot.sound]
'HalfSpaceDispersion.halfSpace_lennardJones' depends on axioms: [propext, Classical.choice, Quot.sound]
'HalfSpaceDispersion.adsorption_minimum' depends on axioms: [propext, Classical.choice, Quot.sound]
'HalfSpaceDispersion.energyPerArea_dispersion' depends on axioms: [propext, Classical.choice, Quot.sound]
```
